# On a ring, the wave function exp(−k(s − π)²/2 + ims) has k² times as much squared spread in angular momentum as in angle (ħ = 1)

The lemma `ringGaussian_momentumSpread` concerns one particle on a ring, with angle s from 0 to 2π and wave function f(s) = c exp(−k(s − π)²/2 + ims), where c is complex, k real and m an integer. It states that ∫|f′ − imf|² = k² ∫(s − π)²|f|², both integrals running over the ring and f′ standing for the explicit formula (im − k(s − π))f. The wave function is not assumed normalised; for c ≠ 0, dividing both sides by ∫|f|² gives the same relation between the mean squared deviations of angular momentum from m and of angle from π. The proof moves k² inside the integral and then compares the integrands point by point, using the earlier identity f′ − imf = −k(s − π)f.

The first attempt, which Lean rejects:

```lean
import Mathlib

open MeasureTheory Complex
open scoped ComplexConjugate Real

namespace RingGaussianMomentumSpread

noncomputable section

/-- The squared deviation of the angle from `a`, `∫ (s - a)² |f|²`. -/
def angleSpread (f : ℝ → ℂ) (a : ℝ) : ℝ :=
  ∫ s in (0 : ℝ)..(2 * π), (s - a) ^ 2 * ‖f s‖ ^ 2

/-- The squared deviation of the angular momentum `-i d/ds` from `b`,
`∫ |f' - i b f|²`, in units with `ħ = 1`. -/
def momentumSpread (f f' : ℝ → ℂ) (b : ℝ) : ℝ :=
  ∫ s in (0 : ℝ)..(2 * π), ‖f' s - I * (b : ℂ) * f s‖ ^ 2

/-- The wave function `c exp(-k (s - π)² / 2 + i m s)`: a Gaussian profile about the point
opposite the cut, times a plane wave of integer angular momentum `m`. -/
def ringGaussian (c : ℂ) (k : ℝ) (m : ℤ) (s : ℝ) : ℂ :=
  c * Complex.exp (-((k : ℂ) / 2) * ((s : ℂ) - π) ^ 2 + I * m * s)

/-- The function `(i m - k (s - π)) f(s)`, with `f` the Gaussian `ringGaussian`. -/
def ringGaussianDeriv (c : ℂ) (k : ℝ) (m : ℤ) (s : ℝ) : ℂ :=
  (I * m - k * ((s : ℂ) - π)) * ringGaussian c k m s

/-- For the Gaussian, the deviation of the angular momentum from `m` is proportional to the
deviation of the angle from `π`: `f' - i m f = -k (s - π) f`. -/
theorem ringGaussian_shift (c : ℂ) (k : ℝ) (m : ℤ) (s : ℝ) :
    ringGaussianDeriv c k m s - I * ((m : ℝ) : ℂ) * ringGaussian c k m s
      = ((-(k * (s - π)) : ℝ) : ℂ) * ringGaussian c k m s := by
  unfold ringGaussianDeriv
  push_cast
  ring

/-- The squared angular momentum deviation of the Gaussian from `m` is `k²` times its
squared angle deviation from `π`. -/
theorem ringGaussian_momentumSpread (c : ℂ) (k : ℝ) (m : ℤ) :
    momentumSpread (ringGaussian c k m) (ringGaussianDeriv c k m) m
      = k ^ 2 * angleSpread (ringGaussian c k m) π := by
  unfold momentumSpread angleSpread
  rw [← intervalIntegral.integral_const_mul]
  refine intervalIntegral.integral_congr fun s _ => ?_
  dsimp only
  rw [ringGaussian_shift, norm_mul, mul_pow, Complex.norm_real, Real.norm_eq_abs, sq_abs]
  ring

end

end RingGaussianMomentumSpread
```

The error:

```
Main.lean:45:2: error: `dsimp` made no progress
```

What went wrong. The message says that `dsimp only` found nothing to simplify. With no lemmas supplied, that call can do little more than basic reductions, such as turning a function written out as `fun s => …` and applied to a point into its value there. Such a step is often wanted after `intervalIntegral.integral_congr`, which asks for the two integrands to be equal at each point of the interval. Here, however, the goal left by the `refine` line was already the plain equation between the two values at `s`. `dsimp` counts it as an error to leave the goal unchanged, so the proof stopped there, though nothing was wrong with the goal itself.

The diff deletes the line. The `rw` that follows can then work on the goal as it stands: `ringGaussian_shift` replaces the difference inside the norm, the other rewrites turn the squared norm of the product into a product of squares, and `ring` closes the remaining algebra.

The repair, with which the file compiles:

```diff
@@ -43,5 +43,4 @@
   rw [← intervalIntegral.integral_const_mul]
   refine intervalIntegral.integral_congr fun s _ => ?_
-  dsimp only
   rw [ringGaussian_shift, norm_mul, mul_pow, Complex.norm_real, Real.norm_eq_abs, sq_abs]
   ring
```
